# Refreshing random sites reaches a product law within N(1 − 1/N)ⁿ

Take N ≥ 1 independent sites, each with finitely many states. At each step, choose a site uniformly and redraw it from its marginal. From any initial probability distribution μ, the distribution after n steps satisfies

d(Pⁿμ, π) ≤ N(1 − 1/N)ⁿ.

Here π is the product of the marginals q_i, P is one step acting on distributions, and d is half the l1 distance, also called total variation distance. For N = 1 and n = 0 the bound reads 0⁰ = 1.

This bounds the burn-in of random-site heat-bath sampling for non-interacting spins, where the conditional law of a site is its marginal.

## Independent sites, chosen uniformly

Physically, a Boltzmann distribution over all configurations has independent sites when no energy term couples them; a constraint such as fixed total magnetisation can correlate them even then. In Lean, `ι` labels the sites, `S i` is the state space of site i, and a configuration has type `∀ i, S i`.

```lean
import Mathlib

open Finset Function

namespace RandomSiteRefresh

noncomputable section

variable {ι : Type*} [Fintype ι] [DecidableEq ι] {S : ι → Type*} [∀ i, Fintype (S i)]

/-- A probability distribution on a finite set: nonnegative weights with sum one. -/
def IsProb {α : Type*} [Fintype α] (μ : α → ℝ) : Prop :=
  (∀ x, 0 ≤ μ x) ∧ ∑ x, μ x = 1

/-- Half the l1 distance between two weights on a finite set. -/
def halfL1 {α : Type*} [Fintype α] (μ ν : α → ℝ) : ℝ :=
  (∑ x, |μ x - ν x|) / 2

/-- The product law of independent sites with marginals `q i`. -/
def productLaw (q : ∀ i, S i → ℝ) (x : ∀ i, S i) : ℝ := ∏ i, q i (x i)
```

Write y[i→s] for y with site i set to s. Refreshing site i gives

(R_i μ)(y) = q_i(y_i) Σ_s μ(y[i→s]),

and P = (1/N) Σ_i R_i. These are `refresh` and `step`.

```lean
/-- The action on distributions of redrawing site `i` from its marginal `q i`,
with all other sites left alone. -/
def refresh (q : ∀ i, S i → ℝ) (i : ι) :
    ((∀ i, S i) → ℝ) →ₗ[ℝ] ((∀ i, S i) → ℝ) where
  toFun μ y := q i (y i) * ∑ s, μ (update y i s)
  map_add' μ ν := by
    ext y
    simp only [Pi.add_apply, sum_add_distrib, mul_add]
  map_smul' c μ := by
    ext y
    simp only [Pi.smul_apply, smul_eq_mul, RingHom.id_apply, ← mul_sum]
    ring

/-- One step of the chain: a uniformly chosen site is refreshed. -/
def step (q : ∀ i, S i → ℝ) : ((∀ i, S i) → ℝ) →ₗ[ℝ] ((∀ i, S i) → ℝ) :=
  (Fintype.card ι : ℝ)⁻¹ • ∑ i, refresh q i

variable {q : ∀ i, S i → ℝ}

omit [Fintype ι] in
lemma refresh_apply (i : ι) (μ : (∀ i, S i) → ℝ) (y : ∀ i, S i) :
    refresh q i μ y = q i (y i) * ∑ s, μ (update y i s) := rfl

lemma step_apply (μ : (∀ i, S i) → ℝ) (y : ∀ i, S i) :
    step q μ y = (Fintype.card ι : ℝ)⁻¹ * ∑ i, refresh q i μ y := by
  simp [step, LinearMap.sum_apply, Finset.sum_apply]
```

In a program, one step draws i uniformly and overwrites `x[i]` with a sample from q_i, with no acceptance test. The program holds one configuration, whereas `step` evolves the probabilities over all runs, with exact arithmetic and ideal random numbers. The bound does not address the statistical error of time averages.

With correlations, redrawing from marginals has the wrong target. If two spins are 00 or 11 with probability 1/2 each, both marginals are uniform. The chain then tends to the uniform law on four configurations, at distance 1/2 from the correlated one.

## Marginals that are probabilities

The hypothesis `hq` says that each q_i is nonnegative and sums to one, as a single-site Boltzmann distribution does. Normalisation conserves total weight: exchanging the old and new states of site i gives

Σ_y (R_i w)(y) = Σ_x Σ_s q_i(s) w(x) = Σ_x w(x).

The equivalence `e` performs this exchange.

```lean
/-- Refreshing a site conserves the total weight. -/
theorem refresh_mass (hq : ∀ i, IsProb (q i)) (i : ι) (w : (∀ i, S i) → ℝ) :
    ∑ y, refresh q i w y = ∑ y, w y := by
  -- exchange the old and the new state of site `i`
  let e : (∀ j, S j) × S i ≃ (∀ j, S j) × S i :=
    { toFun := fun z => (update z.1 i z.2, z.1 i)
      invFun := fun z => (update z.1 i z.2, z.1 i)
      left_inv := by rintro ⟨a, s⟩; simp
      right_inv := by rintro ⟨a, s⟩; simp }
  calc ∑ y, refresh q i w y
      = ∑ z : (∀ j, S j) × S i, q i (z.1 i) * w (update z.1 i z.2) := by
        rw [Fintype.sum_prod_type]
        simp only [refresh_apply, mul_sum]
    _ = ∑ z : (∀ j, S j) × S i, q i z.2 * w z.1 :=
        Fintype.sum_equiv e _ _ (fun _ => rfl)
    _ = ∑ y, w y := by
        rw [Fintype.sum_prod_type]
        simp only [← sum_mul, (hq i).2, one_mul]
```

Nonnegativity then gives contraction:

Σ_y |R_i μ − R_i ν| ≤ Σ_y R_i|μ − ν| = Σ_y |μ − ν|.

```lean
/-- Refreshing a site does not increase the distance between two weights. -/
theorem halfL1_refresh_le (hq : ∀ i, IsProb (q i)) (i : ι) (μ ν : (∀ i, S i) → ℝ) :
    halfL1 (refresh q i μ) (refresh q i ν) ≤ halfL1 μ ν := by
  have h : ∑ y, refresh q i (fun x => |μ x - ν x|) y = ∑ y, |μ y - ν y| :=
    refresh_mass hq i _
  have key : ∑ y, |refresh q i μ y - refresh q i ν y|
      ≤ ∑ y, refresh q i (fun x => |μ x - ν x|) y := by
    refine sum_le_sum fun y _ => ?_
    simp only [refresh_apply]
    rw [← mul_sub, ← sum_sub_distrib, abs_mul, abs_of_nonneg ((hq i).1 _)]
    exact mul_le_mul_of_nonneg_left (abs_sum_le_sum_abs _ _) ((hq i).1 _)
  unfold halfL1
  linarith
```

Normalisation also gives R_i R_i = R_i, since a second refresh only multiplies by Σ_s q_i(s) = 1. For i ≠ j, both orders of refreshing yield

q_i(y_i) q_j(y_j) Σ_s Σ_t μ(y[i→s, j→t]),

so R_i and R_j commute.

```lean
omit [Fintype ι] in
lemma refresh_idem (hq : ∀ i, IsProb (q i)) (i : ι) (μ : (∀ i, S i) → ℝ) :
    refresh q i (refresh q i μ) = refresh q i μ := by
  ext y
  simp only [refresh_apply, update_self, update_idem, ← sum_mul, (hq i).2, one_mul]

omit [Fintype ι] in
lemma refresh_comm {i j : ι} (h : i ≠ j) (μ : (∀ i, S i) → ℝ) :
    refresh q i (refresh q j μ) = refresh q j (refresh q i μ) := by
  ext y
  simp only [refresh_apply, update_of_ne h, update_of_ne h.symm, mul_sum]
  rw [sum_comm]
  refine sum_congr rfl fun t _ => sum_congr rfl fun s _ => ?_
  rw [update_comm h]
  ring

lemma productLaw_isProb (hq : ∀ i, IsProb (q i)) : IsProb (productLaw q) := by
  refine ⟨fun x => prod_nonneg fun i _ => (hq i).1 _, ?_⟩
  have h : ∏ i, ∑ s, q i s = ∑ x : (∀ i, S i), ∏ i, q i (x i) := by
    rw [prod_univ_sum, Fintype.piFinset_univ]
  change ∑ x : (∀ i, S i), ∏ i, q i (x i) = 1
  rw [← h]
  exact prod_eq_one fun i _ => (hq i).2
```

Suppose every R_i leaves w unchanged. Then w(y) is q_i(y_i) times a factor independent of y_i, so

w(y) q_i(s) = w(y[i→s]) q_i(y_i).

Now change y into x one site at a time, substituting each relation into the previous result. For two sites, w(y) q_1(x_1) q_2(x_2) = w(y[1→x_1]) q_1(y_1) q_2(x_2) = w(x) q_1(y_1) q_2(y_2); in general, w(y) π(x) = w(x) π(y). Summing over x yields w(y) = (Σ_x w(x)) π(y). In the proof, `swap` is the one-site relation and `all` is the induction over changed sites; neither divides by a probability that might vanish.

```lean
/-- A weight unchanged by the refresh of every single site is its total mass times the
product law. -/
theorem eq_mass_mul_productLaw (hq : ∀ i, IsProb (q i)) {w : (∀ i, S i) → ℝ}
    (hw : ∀ i, refresh q i w = w) (y : ∀ i, S i) :
    w y = (∑ x, w x) * productLaw q y := by
  have swap : ∀ (i : ι) (z : ∀ i, S i) (s : S i),
      w z * q i s = w (update z i s) * q i (z i) := by
    intro i z s
    have h1 := congrFun (hw i) z
    have h2 := congrFun (hw i) (update z i s)
    simp only [refresh_apply, update_self, update_idem] at h1 h2
    linear_combination (-(q i s)) * h1 + q i (z i) * h2
  -- change the configuration from `y` to `x` one site at a time
  have all : ∀ (x : ∀ i, S i) (A : Finset ι),
      w y * ∏ i ∈ A, q i (x i) = w (A.piecewise x y) * ∏ i ∈ A, q i (y i) := by
    intro x A
    induction A using Finset.induction_on with
    | empty => simp
    | insert i A hi ih =>
      have h := swap i (A.piecewise x y) (x i)
      have hz : A.piecewise x y i = y i := by simp [hi]
      rw [hz] at h
      rw [prod_insert hi, prod_insert hi, piecewise_insert]
      linear_combination q i (x i) * ih + (∏ j ∈ A, q j (y j)) * h
  have h : ∀ x, w y * productLaw q x = w x * productLaw q y := by
    intro x
    have := all x univ
    rwa [piecewise_univ] at this
  calc w y = w y * ∑ x, productLaw q x := by rw [(productLaw_isProb hq).2, mul_one]
    _ = ∑ x, w x * productLaw q y := by
        rw [mul_sum]
        exact sum_congr rfl fun x _ => h x
    _ = _ := by rw [sum_mul]
```

Without normalisation the bound fails already for one site: q = (1, 1) sends (1, 0) to (1, 1) and then to (2, 2), at distance 1 from π = (1, 1), while the bound at n = 2 is 0. Without nonnegativity, q = (2, −1) and μ = (0, 1) start at distance 2, above the bound 1.

## An initial state of total probability one

The hypothesis `hμ` allows any ensemble of starting configurations, including a single one. Its normalisation identifies the limit. Refresh the sites in turn: μ_0 = μ and μ_k = R_k μ_(k−1). By commutation and idempotence, every refresh fixes μ_N, so μ_N = π. The triangle inequality and contraction give

d(μ, μ_k) ≤ d(μ, R_k μ) + d(R_k μ, R_k μ_(k−1)) ≤ d(μ, R_k μ) + d(μ, μ_(k−1)).

Writing D_i(μ) = d(μ, R_i μ) for the local defect, we obtain d(μ, π) ≤ Σ_i D_i(μ). The Lean induction runs over the set `A` of sites already refreshed.

```lean
lemma halfL1_triangle {α : Type*} [Fintype α] (a b c : α → ℝ) :
    halfL1 a c ≤ halfL1 a b + halfL1 b c := by
  have h : ∑ x, |a x - c x| ≤ ∑ x, (|a x - b x| + |b x - c x|) :=
    sum_le_sum fun x _ => abs_sub_le _ _ _
  rw [sum_add_distrib] at h
  unfold halfL1
  linarith

/-- The distance of a distribution from the product law is at most the sum over sites of
the distance by which refreshing that site moves the distribution. -/
theorem halfL1_productLaw_le_sum (hq : ∀ i, IsProb (q i)) {μ : (∀ i, S i) → ℝ}
    (hμ : IsProb μ) :
    halfL1 μ (productLaw q) ≤ ∑ i, halfL1 μ (refresh q i μ) := by
  -- refresh the sites of `A` one after the other
  have h : ∀ A : Finset ι, ∃ w : (∀ i, S i) → ℝ, (∀ i ∈ A, refresh q i w = w) ∧
      ∑ x, w x = 1 ∧ halfL1 μ w ≤ ∑ i ∈ A, halfL1 μ (refresh q i μ) := by
    intro A
    induction A using Finset.induction_on with
    | empty => exact ⟨μ, by simp, hμ.2, by simp [halfL1]⟩
    | insert i A hi ih =>
      obtain ⟨w, hfix, hmass, hdist⟩ := ih
      refine ⟨refresh q i w, fun j hj => ?_, by rw [refresh_mass hq, hmass], ?_⟩
      · by_cases hji : j = i
        · subst hji
          exact refresh_idem hq _ w
        · rw [refresh_comm hji, hfix j (mem_of_mem_insert_of_ne hj hji)]
      · rw [sum_insert hi]
        have h1 := halfL1_triangle μ (refresh q i μ) (refresh q i w)
        have h2 := halfL1_refresh_le hq i μ w
        linarith
  obtain ⟨w, hfix, hmass, hdist⟩ := h univ
  have hw : w = productLaw q := by
    ext y
    rw [eq_mass_mul_productLaw hq (fun i => hfix i (mem_univ i)) y, hmass, one_mul]
  rwa [hw] at hdist

lemma refresh_isProb (hq : ∀ i, IsProb (q i)) (i : ι) {μ : (∀ i, S i) → ℝ}
    (hμ : IsProb μ) : IsProb (refresh q i μ) :=
  ⟨fun _ => mul_nonneg ((hq i).1 _) (sum_nonneg fun _ _ => hμ.1 _),
    by rw [refresh_mass hq, hμ.2]⟩
```

Nonnegativity of μ bounds the initial defects:

D_i(μ) ≤ ½ Σ_y (μ(y) + (R_i μ)(y)) = 1.

If μ = 2q on one site, the weight stays 2q forever, at distance 1/2 from π, while the bound is 0 for n ≥ 1. With q = (1/2, 1/2), the signed weight μ = (3, −2) starts at distance 5/2, above the bound 1.

## At least one site to choose

`Nonempty ι` makes the uniform choice possible: the N weights 1/N then sum to one, so P preserves probability. It also fixes π, because Σ_s π(y[i→s]) is the product of the other marginals, and multiplying by q_i(y_i) restores π(y).

```lean
variable [Nonempty ι]

/-- A step of the chain turns probability distributions into probability distributions. -/
theorem step_isProb (hq : ∀ i, IsProb (q i)) {μ : (∀ i, S i) → ℝ} (hμ : IsProb μ) :
    IsProb (step q μ) := by
  have hN : (Fintype.card ι : ℝ) ≠ 0 := Nat.cast_ne_zero.mpr Fintype.card_ne_zero
  refine ⟨fun y => ?_, ?_⟩
  · rw [step_apply]
    exact mul_nonneg (by positivity) (sum_nonneg fun i _ => (refresh_isProb hq i hμ).1 y)
  · simp only [step_apply]
    rw [← mul_sum, sum_comm, sum_congr rfl fun i _ => (refresh_isProb hq i hμ).2]
    simp [hN]

/-- The product law is stationary under the chain. -/
theorem step_productLaw (hq : ∀ i, IsProb (q i)) :
    step q (productLaw q) = productLaw q := by
  have hN : (Fintype.card ι : ℝ) ≠ 0 := Nat.cast_ne_zero.mpr Fintype.card_ne_zero
  have hfix : ∀ i y, refresh q i (productLaw q) y = productLaw q y := by
    intro i y
    have h : ∀ s, q i (y i) * productLaw q (update y i s) = q i s * productLaw q y := by
      intro s
      have he : ∏ j ∈ univ.erase i, q j (update y i s j) = ∏ j ∈ univ.erase i, q j (y j) :=
        prod_congr rfl fun j hj => by rw [update_of_ne (ne_of_mem_erase hj)]
      unfold productLaw
      rw [← mul_prod_erase univ (fun j => q j (update y i s j)) (mem_univ i),
        ← mul_prod_erase univ (fun j => q j (y j)) (mem_univ i), he, update_self]
      ring
    rw [refresh_apply, mul_sum, sum_congr rfl fun s _ => h s, ← sum_mul, (hq i).2, one_mul]
  ext y
  rw [step_apply, sum_congr rfl fun i _ => hfix i y, sum_const, card_univ, nsmul_eq_mul,
    ← mul_assoc, inv_mul_cancel₀ hN, one_mul]
```

The decay rate comes from

Pμ − R_i Pμ = (1/N) Σ_j (R_j μ − R_i R_j μ).

The term j = i vanishes. For each of the other N − 1 terms, commutation and contraction give a distance of at most D_i(μ). Hence D_i(Pμ) ≤ (1 − 1/N) D_i(μ). In Lean, `hconv` averages the terms and `hterm` treats the two cases.

```lean
/-- After one step of the chain, the distance between a weight and its refresh at a given site is at
most `1 - 1/N` times its value before the step. -/
theorem local_defect_step (hq : ∀ i, IsProb (q i)) (i : ι) (μ : (∀ i, S i) → ℝ) :
    halfL1 (step q μ) (refresh q i (step q μ))
      ≤ (1 - 1 / (Fintype.card ι : ℝ)) * halfL1 μ (refresh q i μ) := by
  have hN : (Fintype.card ι : ℝ) ≠ 0 := Nat.cast_ne_zero.mpr Fintype.card_ne_zero
  have hN0 : (0 : ℝ) ≤ (Fintype.card ι : ℝ)⁻¹ := by positivity
  have hexp : ∀ y, step q μ y - refresh q i (step q μ) y = (Fintype.card ι : ℝ)⁻¹ *
      ∑ j, (refresh q j μ y - refresh q i (refresh q j μ) y) := by
    intro y
    simp [step, LinearMap.sum_apply, Finset.sum_apply, mul_sub, sum_sub_distrib]
  have hconv : halfL1 (step q μ) (refresh q i (step q μ)) ≤ (Fintype.card ι : ℝ)⁻¹ *
      ∑ j, halfL1 (refresh q j μ) (refresh q i (refresh q j μ)) := by
    have h : ∑ y, |step q μ y - refresh q i (step q μ) y| ≤ ∑ y, (Fintype.card ι : ℝ)⁻¹ *
        ∑ j, |refresh q j μ y - refresh q i (refresh q j μ) y| := by
      refine sum_le_sum fun y _ => ?_
      rw [hexp, abs_mul, abs_of_nonneg hN0]
      exact mul_le_mul_of_nonneg_left (abs_sum_le_sum_abs _ _) hN0
    rw [← mul_sum, sum_comm] at h
    unfold halfL1
    rw [← sum_div]
    linarith
  -- refreshing `i` itself removes the defect, refreshing another site does not increase it
  have hterm : ∀ j, halfL1 (refresh q j μ) (refresh q i (refresh q j μ)) ≤
      halfL1 μ (refresh q i μ) - if j = i then halfL1 μ (refresh q i μ) else 0 := by
    intro j
    by_cases h : j = i
    · subst h
      rw [refresh_idem hq]
      simp [halfL1]
    · rw [if_neg h, sub_zero, ← refresh_comm h]
      exact halfL1_refresh_le hq j _ _
  refine hconv.trans ((mul_le_mul_of_nonneg_left (sum_le_sum fun j _ => hterm j) hN0).trans
    (le_of_eq ?_))
  rw [sum_sub_distrib, sum_const, card_univ, nsmul_eq_mul, sum_ite_eq' univ i,
    if_pos (mem_univ i), mul_sub, ← mul_assoc, inv_mul_cancel₀ hN]
  ring
```

With no sites, the sum over sites is empty and `step` is the zero map; after one step the distance is 1/2 and the bound is 0.

Iterating from D_i(μ) ≤ 1 gives D_i(Pⁿμ) ≤ (1 − 1/N)ⁿ, and summing over the N sites proves the bound. The induction carries `IsProb` along with the defect estimate.

```lean
/-- From any initial distribution on `N` sites, half the l1 distance to the product law
after `n` random-site refreshes is at most `N (1 - 1/N)^n`. -/
theorem convergence_to_productLaw (hq : ∀ i, IsProb (q i)) {μ : (∀ i, S i) → ℝ}
    (hμ : IsProb μ) (n : ℕ) :
    halfL1 ((step q)^[n] μ) (productLaw q)
      ≤ Fintype.card ι * (1 - 1 / (Fintype.card ι : ℝ)) ^ n := by
  have hN : (1 : ℝ) ≤ Fintype.card ι := by exact_mod_cast Fintype.card_pos (α := ι)
  have hr : 0 ≤ 1 - 1 / (Fintype.card ι : ℝ) := by
    rw [sub_nonneg, div_le_one (by linarith)]
    exact hN
  have h : ∀ n : ℕ, IsProb ((step q)^[n] μ) ∧ ∀ i,
      halfL1 ((step q)^[n] μ) (refresh q i ((step q)^[n] μ))
        ≤ (1 - 1 / (Fintype.card ι : ℝ)) ^ n := by
    intro n
    induction n with
    | zero =>
      refine ⟨hμ, fun i => ?_⟩
      -- two probability distributions are at distance at most one
      have hν := refresh_isProb hq i hμ
      have hs : ∑ x, |μ x - refresh q i μ x| ≤ ∑ x, (μ x + refresh q i μ x) :=
        sum_le_sum fun x _ => abs_le.mpr
          ⟨by linarith [hμ.1 x, hν.1 x], by linarith [hμ.1 x, hν.1 x]⟩
      rw [sum_add_distrib, hμ.2, hν.2] at hs
      simp only [iterate_zero, id_eq, pow_zero, halfL1]
      linarith
    | succ n ih =>
      rw [iterate_succ_apply']
      refine ⟨step_isProb hq ih.1, fun i => (local_defect_step hq i _).trans ?_⟩
      rw [pow_succ']
      exact mul_le_mul_of_nonneg_left (ih.2 i) hr
  refine (halfL1_productLaw_le_sum hq (h n).1).trans
    ((sum_le_sum fun i _ => (h n).2 i).trans (le_of_eq ?_))
  rw [sum_const, card_univ, nsmul_eq_mul]
```

## A positive tolerance

For ε > 0 and n ≥ N log(N/ε), the inequality 1 − 1/N ≤ e^(−1/N) gives

N(1 − 1/N)ⁿ ≤ N e^(−n/N) ≤ ε.

The steps `h1` and `h2` supply the exponential estimate and the condition on n.

```lean
/-- After at least `N log (N/ε)` steps, half the l1 distance to the product law is at
most `ε`, from any initial distribution. -/
theorem mixing_time (hq : ∀ i, IsProb (q i)) {μ : (∀ i, S i) → ℝ} (hμ : IsProb μ)
    {ε : ℝ} (hε : 0 < ε) {n : ℕ}
    (hn : Fintype.card ι * Real.log (Fintype.card ι / ε) ≤ n) :
    halfL1 ((step q)^[n] μ) (productLaw q) ≤ ε := by
  refine (convergence_to_productLaw hq hμ n).trans ?_
  have hN : (1 : ℝ) ≤ Fintype.card ι := by exact_mod_cast Fintype.card_pos (α := ι)
  generalize (Fintype.card ι : ℝ) = N at hN hn ⊢
  have hN0 : 0 < N := by linarith
  have hr : 0 ≤ 1 - 1 / N := by
    rw [sub_nonneg, div_le_one hN0]
    exact hN
  have h1 : 1 - 1 / N ≤ Real.exp (-(1 / N)) := by
    linarith [Real.add_one_le_exp (-(1 / N))]
  have h2 : Real.log (N / ε) ≤ n / N := by
    rw [le_div_iff₀ hN0]
    linarith
  calc N * (1 - 1 / N) ^ n ≤ N * Real.exp (-(1 / N)) ^ n :=
        mul_le_mul_of_nonneg_left (pow_le_pow_left₀ hr h1 n) hN0.le
    _ = N * Real.exp (-(n / N)) := by
        rw [← Real.exp_nat_mul]
        congr 2
        ring
    _ ≤ N * Real.exp (-Real.log (N / ε)) :=
        mul_le_mul_of_nonneg_left (Real.exp_le_exp.mpr (by linarith)) hN0.le
    _ = ε := by
        rw [Real.exp_neg, Real.exp_log (div_pos hN0 hε)]
        field_simp

end

end RandomSiteRefresh
```

Zero tolerance is generally out of reach in finite time: two fair two-state sites started in 00 keep a bias towards 0 at every n, because a given site may never have been chosen.

```lean
#print axioms RandomSiteRefresh.step_productLaw
#print axioms RandomSiteRefresh.convergence_to_productLaw
#print axioms RandomSiteRefresh.mixing_time
```

```
'RandomSiteRefresh.step_productLaw' depends on axioms: [propext, Classical.choice, Quot.sound]
'RandomSiteRefresh.convergence_to_productLaw' depends on axioms: [propext, Classical.choice, Quot.sound]
'RandomSiteRefresh.mixing_time' depends on axioms: [propext, Classical.choice, Quot.sound]
```
